# The number of walkers times the population-control bias falls from one to three walkers in a two-state Monte Carlo model

In this model a fixed number N of walkers occupies two states of weights 2 and 1, and in each step every walker is redrawn in proportion to weight and then changes state with probability 1/4. The theorem `small_populations` says that in any stationary law the mean fraction of walkers in the state of weight 2 is 1/2, 73/128 and 16297/27302 for N = 1, 2 and 3. It also says that N times the bias, which is the shortfall of this mean from (1 + √17)/8, strictly decreases over these three sizes. The proof writes total probability and stationarity as linear equations in the probabilities of the counts and leaves the means to `linarith`, then gets the inequalities from the bound (1 + √17)/8 < 41/64.

This version doesn't compile in Lean 4 with Mathlib:

```lean
import Mathlib

open Finset

namespace PopulationControlBias

noncomputable section

/-- Probability that a resampled walker is in state one (weight 2), when `k` of `N` walkers
are there and the others have weight 1; the domain is `0 < N`, `k ≤ N`. -/
def selectProb (N k : ℕ) : ℝ := 2 * k / (2 * k + 1 * ((N : ℝ) - k))

/-- Probability that a walker is in state one after resampling and a flip with
probability 1/4. -/
def nextProb (N k : ℕ) : ℝ := 3 / 4 * selectProb N k + 1 / 4 * (1 - selectProb N k)

/-- Binomial probability that the count in state one goes from `k` to `j`. -/
def transition (N k j : ℕ) : ℝ :=
  (N.choose j : ℝ) * nextProb N k ^ j * (1 - nextProb N k) ^ (N - j)

/-- A probability law of the count in state one that one Monte Carlo step leaves unchanged. -/
structure IsStationary (N : ℕ) (P : Fin (N + 1) → ℝ) : Prop where
  nonneg : ∀ k, 0 ≤ P k
  total : ∑ k, P k = 1
  balance : ∀ j : Fin (N + 1), ∑ k, P k * transition N k j = P j

/-- Mean fraction of walkers in state one, for `0 < N`. -/
def meanFraction (N : ℕ) (P : Fin (N + 1) → ℝ) : ℝ := ∑ k, P k * (((k : ℕ) : ℝ) / N)

/-- The fraction `(1 + √17) / 8`. -/
def exactFraction : ℝ := (1 + √17) / 8

local notation "e" => exactFraction

/-- The exact fraction solves a quadratic equation and lies between 0.64 and 41/64. -/
theorem exactFraction_bounds : e ^ 2 = e / 4 + 1 / 4 ∧ 0.64 ≤ e ∧ e < 41 / 64 := by
  have h := Real.sq_sqrt (show (0 : ℝ) ≤ 17 by norm_num)
  have h0 := Real.sqrt_nonneg 17
  unfold exactFraction
  refine ⟨by linear_combination h / 64, ?_, ?_⟩
  · have : 4.12 ≤ √17 := by nlinarith
    linarith
  · have : √17 < 4.125 := by nlinarith
    linarith

/-- Resampling and flipping give the probability `1/4 + k/(N+k)`. -/
theorem nextProb_eq (N k : ℕ) : nextProb N k = 1 / 4 + (k : ℝ) / (N + k) := by
  unfold nextProb selectProb
  rw [show 2 * (k : ℝ) + 1 * ((N : ℝ) - k) = N + k by ring]
  ring

/-- Stationary mean fractions for one, two and three walkers; the number of walkers times the
bias strictly decreases over these sizes. -/
theorem small_populations {P₁ : Fin 2 → ℝ} {P₂ : Fin 3 → ℝ} {P₃ : Fin 4 → ℝ}
    (h₁ : IsStationary 1 P₁) (h₂ : IsStationary 2 P₂) (h₃ : IsStationary 3 P₃) :
    meanFraction 1 P₁ = 1 / 2 ∧ meanFraction 2 P₂ = 73 / 128 ∧
    meanFraction 3 P₃ = 16297 / 27302 ∧
    3 * (e - meanFraction 3 P₃) < 2 * (e - meanFraction 2 P₂) ∧
    2 * (e - meanFraction 2 P₂) < 1 * (e - meanFraction 1 P₁) := by
  have m₁ : meanFraction 1 P₁ = 1 / 2 := by
    have t := h₁.total
    have b := h₁.balance 0
    norm_num [Fin.sum_univ_two, transition, nextProb_eq, meanFraction] at t b ⊢
    linarith
  have m₂ : meanFraction 2 P₂ = 73 / 128 := by
    have t := h₂.total
    have b := h₂.balance 0
    have c := h₂.balance 1
    norm_num [Fin.sum_univ_three, transition, nextProb_eq, meanFraction, Nat.choose] at t b c ⊢
    linarith
  have m₃ : meanFraction 3 P₃ = 16297 / 27302 := by
    have t := h₃.total
    have b := h₃.balance 0
    have c := h₃.balance 1
    have d := h₃.balance 2
    norm_num [Fin.sum_univ_four, transition, nextProb_eq, meanFraction, Nat.choose] at t b c d ⊢
    linarith
  obtain ⟨-, -, hu⟩ := exactFraction_bounds
  refine ⟨m₁, m₂, m₃, ?_, ?_⟩
  · rw [m₂, m₃]; linarith
  · rw [m₁, m₂]; linarith

end

end PopulationControlBias
```

Compiling this gives:

```
Main.lean:64:4: error: linarith failed to find a contradiction
case h1
P₁ : Fin 2 → ℝ
P₂ : Fin 3 → ℝ
P₃ : Fin 4 → ℝ
h₁ : IsStationary 1 P₁
h₂ : IsStationary 2 P₂
h₃ : IsStationary 3 P₃
t : ∑ k, P₁ k = 1
b : ∑ x, P₁ x * (1 - (1 / 4 + ↑↑x / (1 + ↑↑x))) = P₁ 0
a✝ : ∑ x, P₁ x * ↑↑x < 1 / 2
⊢ False
failed
Main.lean:70:4: error: linarith failed to find a contradiction
case h1
P₁ : Fin 2 → ℝ
P₂ : Fin 3 → ℝ
P₃ : Fin 4 → ℝ
h₁ : IsStationary 1 P₁
h₂ : IsStationary 2 P₂
h₃ : IsStationary 3 P₃
m₁ : meanFraction 1 P₁ = 1 / 2
t : ∑ k, P₂ k = 1
b : ∑ x, P₂ x * (1 - (1 / 4 + ↑↑x / (2 + ↑↑x))) ^ 2 = P₂ 0
c : ∑ x, P₂ x * (2 * (1 / 4 + ↑↑x / (2 + ↑↑x)) * (1 - (1 / 4 + ↑↑x / (2 + ↑↑x)))) = P₂ 1
a✝ : ∑ x, P₂ x * (↑↑x / 2) < 73 / 128
⊢ False
failed
Main.lean:77:4: error: linarith failed to find a contradiction
case h1
P₁ : Fin 2 → ℝ
P₂ : Fin 3 → ℝ
P₃ : Fin 4 → ℝ
h₁ : IsStationary 1 P₁
h₂ : IsStationary 2 P₂
h₃ : IsStationary 3 P₃
m₁ : meanFraction 1 P₁ = 1 / 2
m₂ : meanFraction 2 P₂ = 73 / 128
t : ∑ k, P₃ k = 1
b : ∑ x, P₃ x * (1 - (1 / 4 + ↑↑x / (3 + ↑↑x))) ^ 3 = P₃ 0
c : ∑ x, P₃ x * (3 * (1 / 4 + ↑↑x / (3 + ↑↑x)) * (1 - (1 / 4 + ↑↑x / (3 + ↑↑x))) ^ 2) = P₃ 1
d : ∑ x, P₃ x * (3 * (1 / 4 + ↑↑x / (3 + ↑↑x)) ^ 2 * (1 - (1 / 4 + ↑↑x / (3 + ↑↑x)))) = P₃ 2
a✝ : ∑ x, P₃ x * (↑↑x / 3) < 16297 / 27302
⊢ False
failed
```

The repair, with which the file compiles:

```diff
@@ -59,20 +59,23 @@
     2 * (e - meanFraction 2 P₂) < 1 * (e - meanFraction 1 P₁) := by
   have m₁ : meanFraction 1 P₁ = 1 / 2 := by
-    have t := h₁.total
-    have b := h₁.balance 0
-    norm_num [Fin.sum_univ_two, transition, nextProb_eq, meanFraction] at t b ⊢
+    have t : ∑ k : Fin 2, P₁ k = 1 := h₁.total
+    have b : ∑ k : Fin 2, P₁ k * transition 1 k 0 = P₁ 0 := h₁.balance 0
+    change ∑ k : Fin 2, P₁ k * (((k : ℕ) : ℝ) / (1 : ℕ)) = _
+    norm_num [Fin.sum_univ_two, transition, nextProb_eq] at t b ⊢
     linarith
   have m₂ : meanFraction 2 P₂ = 73 / 128 := by
-    have t := h₂.total
-    have b := h₂.balance 0
-    have c := h₂.balance 1
-    norm_num [Fin.sum_univ_three, transition, nextProb_eq, meanFraction, Nat.choose] at t b c ⊢
+    have t : ∑ k : Fin 3, P₂ k = 1 := h₂.total
+    have b : ∑ k : Fin 3, P₂ k * transition 2 k 0 = P₂ 0 := h₂.balance 0
+    have c : ∑ k : Fin 3, P₂ k * transition 2 k 1 = P₂ 1 := h₂.balance 1
+    change ∑ k : Fin 3, P₂ k * (((k : ℕ) : ℝ) / (2 : ℕ)) = _
+    norm_num [Fin.sum_univ_three, transition, nextProb_eq, Nat.choose] at t b c ⊢
     linarith
   have m₃ : meanFraction 3 P₃ = 16297 / 27302 := by
-    have t := h₃.total
-    have b := h₃.balance 0
-    have c := h₃.balance 1
-    have d := h₃.balance 2
-    norm_num [Fin.sum_univ_four, transition, nextProb_eq, meanFraction, Nat.choose] at t b c d ⊢
+    have t : ∑ k : Fin 4, P₃ k = 1 := h₃.total
+    have b : ∑ k : Fin 4, P₃ k * transition 3 k 0 = P₃ 0 := h₃.balance 0
+    have c : ∑ k : Fin 4, P₃ k * transition 3 k 1 = P₃ 1 := h₃.balance 1
+    have d : ∑ k : Fin 4, P₃ k * transition 3 k 2 = P₃ 2 := h₃.balance 2
+    change ∑ k : Fin 4, P₃ k * (((k : ℕ) : ℝ) / (3 : ℕ)) = _
+    norm_num [Fin.sum_univ_four, transition, nextProb_eq, Nat.choose] at t b c d ⊢
     linarith
   obtain ⟨-, -, hu⟩ := exactFraction_bounds
```

What went wrong. All three errors have the same cause. In each message the sums over `P₁`, `P₂` or `P₃` are still unexpanded, so `linarith` has no equations between the single probabilities and cannot find the mean.

The sums come from definitions over `Fin (N + 1)`. With N = 1 the index type is `Fin (1 + 1)`, while `Fin.sum_univ_two` is stated for `Fin 2`. The two types are equal by definition, but `norm_num` did not match them when it tried to rewrite with the lemma. The same happens with `Fin.sum_univ_three` and `Fin.sum_univ_four`.

The repair states the type of each hypothesis with `Fin 2`, `Fin 3` or `Fin 4`, which Lean accepts because the types are equal by definition. `change` does the same for the goal and unfolds `meanFraction` on the way, so that name is no longer needed in the `norm_num` lists. The sums now expand into separate terms, and `linarith` can solve the linear equations.
